# The Mott–Bethe formula magnifies relative errors where the X-ray factor exceeds half the nuclear charge

Suppose that a table of X-ray scattering factors is good to one per cent, and that it is converted to electron scattering factors on the assumption that these are good to one per cent as well. For a neutral atom with nuclear charge number Z, at a small momentum transfer where the X-ray factor f is 0.99 Z, the assumption fails badly. Raising f by one per cent gives 0.9999 Z, so the difference Z − f drops from 0.01 Z to 0.0001 Z. The electron factor is proportional to that difference and loses 99 per cent of its value.

The cause is the subtraction of two nearly equal numbers. For a continuous X-ray factor that decreases strictly from Z to zero, there is a single momentum transfer below which the conversion enlarges relative errors and above which it reduces them.

## The crossover at half the nuclear charge

Let q ≥ 0 be the magnitude of the momentum transfer and Z the nuclear charge number. The X-ray scattering factor f is a real function of q that is continuous and strictly decreasing on q ≥ 0, with f(0) = Z and f(q) → 0 as q → ∞. The value at zero counts the electrons, so the atom is neutral. For q > 0 the Mott–Bethe formula gives the electron scattering factor

f_e(q) = c (Z − f(q)) / q², with c > 0.

The constant c collects the strength of the Coulomb interaction and the electron mass. In the non-relativistic first Born approximation, with q measured as a wave-vector transfer, it is 2/a₀, where a₀ is the Bohr radius.

**Bounds on f.** Fix q ≥ 0. For every x ≥ q + 1 we have f(x) ≤ f(q + 1), and letting x → ∞ gives 0 ≤ f(q + 1). Strict decrease then gives f(q) > f(q + 1) ≥ 0. In particular Z = f(0) > 0. If q > 0, strict decrease also gives f(q) < f(0) = Z. Hence f, Z − f and f_e are all positive for q > 0.

**The relative change.** Replace f by f + d at a fixed q > 0. The electron factor changes by

c (Z − f − d)/q² − c (Z − f)/q² = −c d/q².

Division by f_e = c (Z − f)/q² gives

Δf_e / f_e = −d/(Z − f) = −(f/(Z − f)) (d/f).

No higher orders in d were dropped, because f_e is an affine function of f. The relative error d/f is multiplied by the amplification A = f/(Z − f) and changes sign.

**The half-charge point.** Since f tends to zero and Z/2 > 0, some b ≥ 0 has f(b) < Z/2. Also f(0) = Z > Z/2. By the intermediate value theorem f takes the value Z/2 at some q* in [0, b], and q* ≠ 0 because f(0) ≠ Z/2. A strictly decreasing function takes no value twice, so q* is unique.

**The crossover.** For q > 0 the denominator Z − f is positive, so

A > 1 ⇔ f(q) > Z − f(q) ⇔ f(q) > Z/2 = f(q*).

If q < q*, the last inequality holds by strict decrease. If q ≥ q*, then f(q) ≤ f(q*) and it fails. So A > 1 exactly when q < q*. For d ≠ 0 the number |d/f| is positive, and the relative error of f_e has size A |d/f|. It exceeds |d/f| exactly when A > 1, which is again q < q*. For q > q* strict decrease gives f(q) < Z/2, hence A < 1, and the relative error is reduced.

**The forward limit.** Let M be any real number. As q → 0 from above, continuity gives f(q) − M (Z − f(q)) → Z > 0. For all sufficiently small q > 0 this expression is therefore positive, and division by Z − f > 0 gives A > M. The amplification diverges. The error of f_e need not: if the erroneous factor is also continuous and equals Z at q = 0, then d tends to zero too, and the product can stay bounded.

**An explicit factor.** For Z > 0 and a length a > 0, take f(q) = Z/(1 + a²q²). It is continuous because the denominator never vanishes, strictly decreasing on q ≥ 0 because the denominator grows there, equal to Z at q = 0, and it tends to zero. At q = 1/a the denominator is 2, so q* = 1/a. With q a wave-vector transfer, this is the factor of a model atom whose electron density is proportional to e^(−r/a)/r. That density diverges at the nucleus, which the density of a real atom does not.

## Other amplification thresholds

The same argument locates the point where the amplification passes any number K > 0. For q > 0,

f/(Z − f) > K ⇔ f > K Z/(1 + K).

The value on the right lies strictly between 0 and Z, so f takes it at exactly one point q_K > 0, and the amplification exceeds K exactly for 0 < q < q_K. For the explicit factor above, q_K = 1/(a√K): relative errors grow more than a hundredfold only below a tenth of q*. The formal development treats the case K = 1.

## The scattering factors in Lean

```lean
import Mathlib

open Filter Topology

namespace ElectronScatteringFactor

noncomputable section
```

The assumptions on the X-ray factor form a structure.

```lean
/-- An X-ray scattering factor `f` of an atom with nuclear charge `Z`: continuous and strictly
decreasing on `q ≥ 0`, equal to `Z` at `q = 0`, and tending to zero at large `q`. -/
structure IsFormFactor (f : ℝ → ℝ) (Z : ℝ) : Prop where
  cont : ContinuousOn f (Set.Ici 0)
  anti : StrictAntiOn f (Set.Ici 0)
  zero : f 0 = Z
  lim : Tendsto f atTop (𝓝 0)
```

Here `f` is a function on all real numbers, but `Set.Ici 0` is the half-line q ≥ 0, and nothing is required of `f` at negative arguments. The field `lim` is the decay at large q. Positivity of `Z` is not a field, since it follows.

The structure describes a neutral atom whose factor is real and depends only on the magnitude of q. Ions, for which f(0) differs from Z, and complex factors with anomalous dispersion do not fit it. Strict decrease is assumed and not derived from an electron density. A non-negative spherical density does not suffice for it: charge on an infinitely thin shell of radius R has the oscillating factor Z sin(qR)/(qR).

```lean
/-- The Mott–Bethe electron scattering factor `c (Z - F) / q²` for the value `F` of the X-ray
factor at momentum transfer `q ≠ 0`. -/
def mottBethe (c Z F q : ℝ) : ℝ := c * (Z - F) / q ^ 2
```

The argument `F` is the value of the X-ray factor at one momentum transfer, not the function. An error can thus be introduced at a single q, and the altered values need not form a decreasing function. Units and the convention for q are absorbed in `c`. Lean sets a quotient with denominator zero to zero, which has no physical meaning here, so the theorems about ratios take q > 0.

```lean
/-- The relative change of the electron scattering factor when the X-ray factor goes from `F` to
`F + d`, for `c ≠ 0`, `q ≠ 0` and `F ≠ Z`. -/
def relChange (c Z F d q : ℝ) : ℝ :=
  (mottBethe c Z (F + d) q - mottBethe c Z F q) / mottBethe c Z F q

/-- The error amplification `F / (Z - F)`, for `F ≠ Z`. -/
def amplification (Z F : ℝ) : ℝ := F / (Z - F)
```

`relChange` is the signed relative change, defined directly from the two electron factors. The product formula is therefore something to prove and not part of the definition.

## Bounds and the exact relative change

```lean
/-- The X-ray scattering factor is positive at every `q ≥ 0`. -/
theorem IsFormFactor.pos {f : ℝ → ℝ} {Z q : ℝ} (h : IsFormFactor f Z) (hq : 0 ≤ q) :
    0 < f q := by
  have hq1 : 0 ≤ q + 1 := by linarith
  -- the limit at infinity lies below every value of a decreasing function
  have h0 : 0 ≤ f (q + 1) := by
    refine le_of_tendsto h.lim ?_
    filter_upwards [eventually_ge_atTop (q + 1)] with x hx
    exact h.anti.antitoneOn (Set.mem_Ici.2 hq1) (Set.mem_Ici.2 (hq1.trans hx)) hx
  have h1 : f (q + 1) < f q :=
    h.anti (Set.mem_Ici.2 hq) (Set.mem_Ici.2 hq1) (by linarith)
  linarith
```

The lemma `le_of_tendsto` passes from f(x) ≤ f(q + 1) for all large x to the same inequality for the limit. The strict step from q + 1 back to q then makes the bound strict.

```lean
/-- Away from the forward direction, `q > 0`, the X-ray scattering factor is below `Z`. -/
theorem IsFormFactor.lt_charge {f : ℝ → ℝ} {Z q : ℝ} (h : IsFormFactor f Z) (hq : 0 < q) :
    f q < Z := by
  have h1 := h.anti (Set.mem_Ici.2 (le_refl (0 : ℝ))) (Set.mem_Ici.2 hq.le) hq
  rwa [h.zero] at h1
```

This is strict decrease between 0 and q, with f(0) rewritten as Z.

```lean
/-- For an X-ray scattering factor `f` in the sense of `IsFormFactor`, `c > 0` and `q > 0`, the
electron scattering factor is positive, and changing `f` by `d` changes it relatively by exactly
`-(f / (Z - f)) (d / f)`. -/
theorem relative_change {f : ℝ → ℝ} {Z c q : ℝ} (h : IsFormFactor f Z) (hc : 0 < c)
    (hq : 0 < q) (d : ℝ) :
    0 < mottBethe c Z (f q) q ∧
      relChange c Z (f q) d q = -amplification Z (f q) * (d / f q) := by
  have hF : f q ≠ 0 := (h.pos hq.le).ne'
  have hD : 0 < Z - f q := sub_pos.2 (h.lt_charge hq)
  have hD' : Z - f q ≠ 0 := hD.ne'
  have hpos : 0 < mottBethe c Z (f q) q := div_pos (mul_pos hc hD) (pow_pos hq 2)
  refine ⟨hpos, ?_⟩
  have key : f q / (Z - f q) * (d / f q) * (Z - f q) = d := by field_simp
  unfold relChange
  rw [div_eq_iff hpos.ne']
  unfold mottBethe amplification
  linear_combination (c / q ^ 2) * key
```

For every real `d`, of either sign and any size, the theorem states that the original electron factor is positive and that its relative change is −A (d/f). The auxiliary equation `key` cancels f and Z − f in the product A (d/f) (Z − f), leaving d. After `div_eq_iff` has moved f_e to the other side, the equation to prove is the one for the absolute change −c d/q², and `linear_combination` obtains it from `key` multiplied by c/q².

## The half-charge point and the crossover

```lean
/-- There is exactly one `q* > 0` at which the X-ray scattering factor has fallen to `Z / 2`. -/
theorem existsUnique_half {f : ℝ → ℝ} {Z : ℝ} (h : IsFormFactor f Z) :
    ∃! s, 0 < s ∧ f s = Z / 2 := by
  have hZ : 0 < Z := by
    have h0 := h.pos (le_refl (0 : ℝ))
    rwa [h.zero] at h0
  obtain ⟨b, hb, hb0⟩ :=
    ((h.lim.eventually_lt_const (half_pos hZ)).and (eventually_ge_atTop (0 : ℝ))).exists
  have hmem : Z / 2 ∈ Set.Icc (f b) (f 0) := ⟨hb.le, by rw [h.zero]; linarith⟩
  -- intermediate value theorem between `0` and `b`
  obtain ⟨s, hs, hfs⟩ :=
    intermediate_value_Icc' hb0 (h.cont.mono Set.Icc_subset_Ici_self) hmem
  have hs0 : 0 < s := by
    refine lt_of_le_of_ne hs.1 ?_
    intro h0
    rw [← h0, h.zero] at hfs
    linarith
  refine ⟨s, ⟨hs0, hfs⟩, ?_⟩
  rintro t ⟨ht, hft⟩
  exact h.anti.injOn (Set.mem_Ici.2 ht.le) (Set.mem_Ici.2 hs0.le) (hft.trans hfs.symm)
```

The symbol `∃!` means that exactly one `s` has both properties, `0 < s` and `f s = Z / 2`. This `s` is q*. The limit supplies the point `b`, and `intermediate_value_Icc'` is the form of the intermediate value theorem in which the value at the right end is the smaller one. Uniqueness comes from `h.anti.injOn`, the injectivity of a strictly decreasing function.

```lean
/-- If an X-ray scattering factor `f` in the sense of `IsFormFactor` equals `Z / 2` at `s > 0`, then
for `q > 0` the amplification `f / (Z - f)` exceeds one exactly when `q < s`. -/
theorem one_lt_amplification_iff {f : ℝ → ℝ} {Z s q : ℝ} (h : IsFormFactor f Z) (hs : 0 < s)
    (hfs : f s = Z / 2) (hq : 0 < q) : 1 < amplification Z (f q) ↔ q < s := by
  unfold amplification
  rw [one_lt_div (sub_pos.2 (h.lt_charge hq))]
  constructor
  · intro h1
    by_contra hn
    have h2 := h.anti.antitoneOn (Set.mem_Ici.2 hs.le) (Set.mem_Ici.2 hq.le) (not_lt.1 hn)
    linarith
  · intro h1
    have h2 := h.anti (Set.mem_Ici.2 hq.le) (Set.mem_Ici.2 hs.le) h1
    linarith
```

The rewriting with `one_lt_div` replaces A > 1 by Z − f < f. In the first direction the proof supposes s ≤ q, which gives f(q) ≤ Z/2 and a contradiction. In the second, strict decrease gives f(q) > Z/2.

```lean
/-- For an X-ray scattering factor `f` in the sense of `IsFormFactor` and `c > 0`, there is a unique
`q* > 0` with `f(q*) = Z / 2`, and for `q > 0` the following hold exactly when `q < q*`: the
amplification exceeds one, and any given nonzero error `d` in `f` is relatively larger in the
electron scattering factor than in `f`. -/
theorem mottBethe_error_crossover {f : ℝ → ℝ} {Z c : ℝ} (h : IsFormFactor f Z) (hc : 0 < c) :
    ∃ s, (0 < s ∧ f s = Z / 2) ∧ (∀ t, 0 < t → f t = Z / 2 → t = s) ∧
      ∀ q, 0 < q → (1 < amplification Z (f q) ↔ q < s) ∧
        ∀ d, d ≠ 0 → (|d / f q| < |relChange c Z (f q) d q| ↔ q < s) := by
  obtain ⟨s, ⟨hs, hfs⟩, huniq⟩ := existsUnique_half h
  refine ⟨s, ⟨hs, hfs⟩, fun t ht hft => huniq t ⟨ht, hft⟩, fun q hq => ?_⟩
  have hiff := one_lt_amplification_iff h hs hfs hq
  refine ⟨hiff, fun d hd => ?_⟩
  have hA : 0 < amplification Z (f q) :=
    div_pos (h.pos hq.le) (sub_pos.2 (h.lt_charge hq))
  have hx : 0 < |d / f q| := abs_pos.2 (div_ne_zero hd (h.pos hq.le).ne')
  -- the relative error of `f` is multiplied by the amplification
  rw [(relative_change h hc hq d).2, abs_mul, abs_neg, abs_of_pos hA, ← hiff]
  constructor
  · intro h1
    by_contra hn
    nlinarith [mul_nonneg (sub_nonneg.2 (not_lt.1 hn)) hx.le]
  · intro h1
    nlinarith [mul_pos (sub_pos.2 h1) hx]
```

This theorem combines the results. There is a point `s` > 0 with f(s) = Z/2, every positive `t` with that property equals `s`, and for each q > 0 two equivalences hold. The amplification exceeds one exactly when q < s, and for each nonzero `d` the relative error of the electron factor is larger in absolute value than that of the X-ray factor exactly when q < s. The same `s` serves all errors, and since it is fixed by f(s) = Z/2 it does not depend on c.

In the proof, the exact formula turns the relative error of f_e into A |d/f|. The two calls of `nlinarith` then compare A |d/f| with |d/f|, using the sign of A − 1 and the positivity of |d/f|.

For simulations of electron diffraction that obtain their scattering factors from X-ray tables, the crossover marks the momentum transfer below which the conversion enlarges the relative errors of the table, within the Mott–Bethe model of an isolated, neutral, spherical atom whose X-ray factor decreases strictly with q.

## The forward limit and an explicit model atom

```lean
/-- For an X-ray scattering factor `f` in the sense of `IsFormFactor`, the error amplification
`f / (Z - f)` grows without bound as `q` tends to zero from above. -/
theorem amplification_tendsto_atTop {f : ℝ → ℝ} {Z : ℝ} (h : IsFormFactor f Z) :
    Tendsto (fun q => amplification Z (f q)) (𝓝[>] 0) atTop := by
  have hZ : 0 < Z := by
    have h0 := h.pos (le_refl (0 : ℝ))
    rwa [h.zero] at h0
  have hf : Tendsto f (𝓝[>] 0) (𝓝 Z) := by
    have h1 : Tendsto f (𝓝[Set.Ici 0] 0) (𝓝 (f 0)) := h.cont 0 (Set.mem_Ici.2 le_rfl)
    rw [h.zero] at h1
    exact h1.mono_left (nhdsWithin_mono 0 Set.Ioi_subset_Ici_self)
  refine tendsto_atTop.2 fun M => ?_
  -- `M ≤ f / (Z - f)` means `0 ≤ f - M (Z - f)`, whose limit is `Z > 0`
  have ht : Tendsto (fun q => f q - M * (Z - f q)) (𝓝[>] 0) (𝓝 (Z - M * (Z - Z))) :=
    hf.sub ((tendsto_const_nhds.sub hf).const_mul M)
  have hlim : 0 < Z - M * (Z - Z) := by simpa using hZ
  filter_upwards [ht.eventually_const_lt hlim, self_mem_nhdsWithin] with q h1 h2
  unfold amplification
  rw [le_div_iff₀ (sub_pos.2 (h.lt_charge (Set.mem_Ioi.1 h2)))]
  linarith
```

The filter `𝓝[>] 0` means that q approaches zero through positive values, and `atTop` on the right means that the amplification eventually exceeds every bound. As in the derivation, the proof avoids a quotient with a vanishing denominator: it takes the limit of f − M (Z − f) and divides only afterwards, at points where Z − f is positive.

```lean
/-- For `Z > 0` and a length `a > 0`, the function `Z / (1 + (a q)²)` is an X-ray scattering factor
in the above sense, and it equals `Z / 2` at `q = 1 / a`. -/
theorem isFormFactor_witness {Z a : ℝ} (hZ : 0 < Z) (ha : 0 < a) :
    IsFormFactor (fun q => Z / (1 + (a * q) ^ 2)) Z ∧
      Z / (1 + (a * (1 / a)) ^ 2) = Z / 2 := by
  refine ⟨⟨?_, ?_, ?_, ?_⟩, ?_⟩
  · exact (Continuous.div continuous_const (by fun_prop)
      (fun q => by positivity)).continuousOn
  · intro x hx y hy hxy
    have hx0 : 0 ≤ x := hx
    show Z / (1 + (a * y) ^ 2) < Z / (1 + (a * x) ^ 2)
    gcongr
  · simp
  · have h1 : Tendsto (fun q : ℝ => a * q) atTop atTop := tendsto_id.const_mul_atTop ha
    have h2 : Tendsto (fun q : ℝ => (a * q) ^ 2) atTop atTop :=
      (tendsto_pow_atTop two_ne_zero).comp h1
    exact (tendsto_atTop_add_const_left _ 1 h2).const_div_atTop Z
  · rw [mul_one_div_cancel ha.ne']
    norm_num

end

end ElectronScatteringFactor
```

The first part verifies the four fields of `IsFormFactor` in order: continuity, strict decrease (where `gcongr` compares the denominators), the value at zero and the limit. The second part evaluates the factor at 1/a. With the uniqueness in `existsUnique_half`, it identifies 1/a as the half-charge point of this model atom.

```lean
#print axioms ElectronScatteringFactor.mottBethe_error_crossover
#print axioms ElectronScatteringFactor.amplification_tendsto_atTop
```

```
'ElectronScatteringFactor.mottBethe_error_crossover' depends on axioms: [propext, Classical.choice, Quot.sound]
'ElectronScatteringFactor.amplification_tendsto_atTop' depends on axioms: [propext, Classical.choice, Quot.sound]
```
